# A fixed pairwise point-charge term cancels from many-body expansions truncated at order two or higher

## Fragments in the field of their neighbours

Take a molecular cluster divided into fragments, and compute the energies of single fragments, pairs and perhaps triples in place of the energy of the whole. A subsystem computed in vacuum does not feel the rest of the cluster, so one often surrounds it with point charges that stand for the missing fragments. Each subsystem energy then contains an interaction with those charges. The question is how much of this interaction survives when the subsystem energies are combined into a many-body expansion.

Let $S$ be a set of fragments and $E(S)$ its energy without the charges. Let $W(i,j)$ be the interaction of fragment $i$, treated explicitly, with the charges that represent fragment $j$. The embedding adds

$$g(S)=\sum_{i\in S}\sum_{j\notin S}W(i,j).$$

The model takes $W(i,j)$ to be a fixed number, the same in every subsystem calculation. This corresponds to frozen fragment densities and frozen charges. Since $i$ is described by a density and $j$ by point charges, $W(i,j)$ and $W(j,i)$ may differ.

## What the embedding changes

The increment of $S$ is its energy minus the increments of all its proper subsets:

$$\varepsilon_E(S)=E(S)-\sum_{T\subsetneq S}\varepsilon_E(T).$$

The expansion truncated at order $k$ is

$$V_k(E)=\sum_{|S|\le k}\varepsilon_E(S).$$

Replacing $E$ by $E+g$ has three consequences:

- $\varepsilon_{E+g}(S)=\varepsilon_E(S)$ whenever $|S|>2$;
- $V_k(E+g)=V_k(E)$ whenever $k\ge 2$;
- $V_1(E+g)=V_1(E)+\sum_{i\ne j}W(i,j)$, where the sum runs over ordered pairs.

If $W$ is symmetric, the order-one expansion therefore counts each mutual interaction twice.

For fragment methods in electronic structure, this means that a frozen, pairwise embedding term cannot improve or worsen an expansion of order two or higher. In a real calculation the embedded energy also contains a remainder, from the relaxation of the density in the field and from the difference between a subsystem's density and the sum of its fragments' densities. That remainder can be absorbed into $E$, and its effect need not cancel.

## The statement in Lean's terms

The fragments are the elements of a finite type `ι`, and a subsystem is a `Finset ι`. The energy is any function `E : Finset ι → ℝ`, and the interaction is any function `W : ι → ι → ℝ`. No symmetry, sign or distance dependence is assumed, and the diagonal values `W i i` never enter.

The definitions `increment`, `chargeTerm`, `embedded` and `truncated` are $\varepsilon_E$, $g$, $E+g$ and $V_k$. In `chargeTerm` the complement `Sᶜ` holds all the fragments outside `S`. A cutoff that depends only on the pair is included by setting `W i j` to zero for distant pairs, whereas one that depends on the subsystem as a whole does not have this form. Ordered pairs of distinct fragments form `(univ : Finset ι).offDiag`.

The empty set counts as a subsystem. Its increment is $E(\varnothing)$, which belongs to every truncation and is not required to vanish.

The theorem `embedding_cancels` states the three consequences as one conjunction, for every `E` and `W`. It does not treat charges that are updated from one subsystem to the next, or interactions among the embedding charges themselves.

## Following one ordered pair through the expansion

**Increments add up to the energy.** Moving the sum in the recursion to the other side gives

$$\sum_{T\subseteq S}\varepsilon_E(T)=E(S).$$

This property determines the increments. Suppose $f$ also satisfies $\sum_{T\subseteq S}f(T)=E(S)$ for every $S$, and that $f$ and $\varepsilon_E$ agree on all proper subsets of $S$. Then

$$f(S)=E(S)-\sum_{T\subsetneq S}f(T)=E(S)-\sum_{T\subsetneq S}\varepsilon_E(T)=\varepsilon_E(S),$$

and induction on the size of $S$ gives $f=\varepsilon_E$.

**Increments are additive.** The function $\varepsilon_E+\varepsilon_g$ sums over the subsets of $S$ to $E(S)+g(S)$. By uniqueness it is $\varepsilon_{E+g}$. Summing over all sets with $|S|\le k$ gives $V_k(E+g)=V_k(E)+V_k(g)$, so only $g$ remains to be expanded.

**The increments of $g$.** Write $[P]$ for 1 if $P$ is true and 0 otherwise, and try

$$f(T)=\sum_{i\ne j}W(i,j)\bigl([T=\{i\}]-[T=\{i,j\}]\bigr).$$

Sum over the subsets $T$ of $S$ with the pair $(i,j)$ held fixed. The set $\{i\}$ occurs among them if $i\in S$, and $\{i,j\}$ occurs if both fragments are in $S$. The bracket therefore sums to

$$[i\in S]-[i\in S\text{ and }j\in S]=[i\in S\text{ and }j\notin S].$$

Multiplying by $W(i,j)$ and summing over the pairs gives $g(S)$, because a fragment inside $S$ and one outside are automatically distinct. By uniqueness $f=\varepsilon_g$. Reading off the values for $i\neq j$,

$$\varepsilon_g(\{i\})=\sum_{l\ne i}W(i,l),\qquad \varepsilon_g(\{i,j\})=-\bigl(W(i,j)+W(j,i)\bigr),$$

and $\varepsilon_g(S)=0$ for $|S|>2$. With additivity, this proves the first consequence.

**Truncation.** For each ordered pair, $\{i\}$ has one element and $\{i,j\}$ has two. Hence

$$V_k(g)=\sum_{i\ne j}W(i,j)\bigl([1\le k]-[2\le k]\bigr).$$

For $k\ge2$ the bracket is $1-1=0$. For $k=1$ it is $1-0=1$, which leaves the full sum of $W$. Adding $V_k(E)$ gives the other two consequences.

## The Lean file

```lean
import Mathlib

open Finset

namespace PointChargeIncrements

noncomputable section

variable {ι : Type*} [DecidableEq ι]

/-- The many-body increment of a set `S` of fragments: its energy minus the increments of all
proper subsets, the empty set included. -/
def increment (E : Finset ι → ℝ) (S : Finset ι) : ℝ :=
  E S - ∑ T ∈ S.ssubsets.attach, increment E T.1
termination_by S.card
decreasing_by exact Finset.card_lt_card (Finset.mem_ssubsets.mp T.2)

/-- The recursion for the increments, written as a plain sum over proper subsets. -/
theorem increment_eq (E : Finset ι → ℝ) (S : Finset ι) :
    increment E S = E S - ∑ T ∈ S.ssubsets, increment E T := by
  rw [increment, Finset.sum_attach S.ssubsets (increment E)]

/-- The energy of a set of fragments is the sum of the increments of all its subsets. -/
theorem sum_increment (E : Finset ι → ℝ) (S : Finset ι) :
    ∑ T ∈ S.powerset, increment E T = E S := by
  have hs : ∑ T ∈ S.ssubsets, increment E T + increment E S
      = ∑ T ∈ S.powerset, increment E T :=
    Finset.sum_erase_add _ _ (Finset.mem_powerset_self S)
  linarith [increment_eq E S]

/-- Any function whose sums over subsets reproduce the energies is the increment function. -/
theorem increment_unique (E f : Finset ι → ℝ)
    (h : ∀ S, ∑ T ∈ S.powerset, f T = E S) (S : Finset ι) : increment E S = f S := by
  induction S using Finset.strongInduction with
  | H S ih =>
    have hc : ∑ T ∈ S.ssubsets, increment E T = ∑ T ∈ S.ssubsets, f T :=
      Finset.sum_congr rfl fun T hT => ih T (Finset.mem_ssubsets.mp hT)
    have hs : ∑ T ∈ S.ssubsets, f T + f S = ∑ T ∈ S.powerset, f T :=
      Finset.sum_erase_add _ _ (Finset.mem_powerset_self S)
    linarith [increment_eq E S, h S]

variable [Fintype ι]

/-- The point-charge term of a subsystem `S`: the sum of `W i j` over fragments `i` in `S` and
`j` outside `S`. -/
def chargeTerm (W : ι → ι → ℝ) (S : Finset ι) : ℝ :=
  ∑ i ∈ S, ∑ j ∈ Sᶜ, W i j

/-- The subsystem energy with the point-charge term added. -/
def embedded (E : Finset ι → ℝ) (W : ι → ι → ℝ) (S : Finset ι) : ℝ :=
  E S + chargeTerm W S

/-- The many-body expansion truncated at order `k`: the sum of the increments of all sets of at
most `k` fragments. -/
def truncated (E : Finset ι → ℝ) (k : ℕ) : ℝ :=
  ∑ S ∈ univ.filter (fun S : Finset ι => S.card ≤ k), increment E S

/-- Once the order reaches the number of fragments, the expansion gives the energy of the whole
system. -/
theorem truncated_exact (E : Finset ι → ℝ) {k : ℕ} (hk : Fintype.card ι ≤ k) :
    truncated E k = E univ := by
  unfold truncated
  rw [← sum_increment E univ, Finset.powerset_univ, Finset.filter_true_of_mem]
  intro S _
  exact (Finset.card_le_univ S).trans hk

/-- Each ordered pair of distinct fragments `(i, j)` contributes `W i j` to the point-charge
increment of `{i}` and `-W i j` to that of `{i, j}`. -/
theorem increment_chargeTerm (W : ι → ι → ℝ) (S : Finset ι) :
    increment (chargeTerm W) S = ∑ p ∈ (univ : Finset ι).offDiag,
      W p.1 p.2 * ((if S = {p.1} then 1 else 0) - (if S = {p.1, p.2} then 1 else 0)) := by
  refine increment_unique (chargeTerm W) (fun S => ∑ p ∈ (univ : Finset ι).offDiag,
    W p.1 p.2 * ((if S = {p.1} then 1 else 0) - (if S = {p.1, p.2} then 1 else 0))) ?_ S
  intro S
  -- summed over subsets of `S`, a pair survives only if it crosses the boundary of `S`
  have hp : ∀ p : ι × ι, ∑ T ∈ S.powerset,
      W p.1 p.2 * ((if T = {p.1} then (1 : ℝ) else 0) - (if T = {p.1, p.2} then 1 else 0))
      = if p.1 ∈ S ∧ p.2 ∉ S then W p.1 p.2 else 0 := by
    intro p
    rw [← Finset.mul_sum, Finset.sum_sub_distrib, Finset.sum_ite_eq', Finset.sum_ite_eq']
    by_cases h1 : p.1 ∈ S <;> by_cases h2 : p.2 ∈ S <;>
      simp [Finset.insert_subset_iff, h1, h2]
  have hset : (univ : Finset ι).offDiag.filter (fun p => p.1 ∈ S ∧ p.2 ∉ S) = S ×ˢ Sᶜ := by
    ext ⟨a, b⟩
    simp only [mem_filter, mem_offDiag, mem_univ, true_and, mem_product, mem_compl]
    exact ⟨fun h => h.2, fun h => ⟨fun e => h.2 (e ▸ h.1), h⟩⟩
  rw [Finset.sum_comm, Finset.sum_congr rfl fun p _ => hp p, ← Finset.sum_filter, hset]
  exact Finset.sum_product' S Sᶜ W

/-- The point-charge increment of two distinct fragments is minus the sum of their two mutual
terms. -/
theorem increment_chargeTerm_pair (W : ι → ι → ℝ) {i j : ι} (hij : i ≠ j) :
    increment (chargeTerm W) {i, j} = -(W i j + W j i) := by
  have hs : ∀ a, ({i, j} : Finset ι) ≠ {a} := by
    intro a e
    have hc := congrArg Finset.card e
    rw [Finset.card_pair hij, Finset.card_singleton] at hc
    omega
  have hne : (i, j) ≠ (j, i) := fun e => hij (congrArg Prod.fst e)
  have hsub : ({(i, j), (j, i)} : Finset (ι × ι)) ⊆ (univ : Finset ι).offDiag := by
    intro p hp
    simp only [mem_insert, mem_singleton] at hp
    rcases hp with rfl | rfl
    · simp [hij]
    · simp [hij.symm]
  -- only the two orderings of the pair contribute
  rw [increment_chargeTerm, ← Finset.sum_subset hsub, Finset.sum_pair hne]
  · simp only [hs, Finset.pair_comm j i, ↓reduceIte]
    ring
  · rintro ⟨a, b⟩ hp hn
    have hab : a ≠ b := (Finset.mem_offDiag.mp hp).2.2
    have h2 : ({i, j} : Finset ι) ≠ {a, b} := by
      intro e
      have ha : a ∈ ({i, j} : Finset ι) := by rw [e]; simp
      have hb : b ∈ ({i, j} : Finset ι) := by rw [e]; simp
      simp only [mem_insert, mem_singleton, Prod.mk.injEq] at ha hb hn
      rcases ha with ha | ha <;> rcases hb with hb | hb
      · exact hab (ha.trans hb.symm)
      · exact hn (Or.inl ⟨ha, hb⟩)
      · exact hn (Or.inr ⟨ha, hb⟩)
      · exact hab (ha.trans hb.symm)
    simp only [hs, h2, ↓reduceIte, sub_self, mul_zero]

/-- The point-charge increments of more than two fragments vanish. -/
theorem increment_chargeTerm_eq_zero (W : ι → ι → ℝ) {S : Finset ι} (hS : 2 < S.card) :
    increment (chargeTerm W) S = 0 := by
  rw [increment_chargeTerm]
  refine Finset.sum_eq_zero fun p _ => ?_
  have h1 : S ≠ {p.1} := by
    intro e
    rw [e, Finset.card_singleton] at hS
    omega
  have h2 : S ≠ {p.1, p.2} := by
    intro e
    rw [e] at hS
    exact absurd hS (not_lt_of_ge Finset.card_le_two)
  simp only [h1, h2, ↓reduceIte, sub_self, mul_zero]

/-- In the expansion of the point-charge term truncated at order `k`, each ordered distinct pair
enters with `+W` if `k ≥ 1` and with `-W` if `k ≥ 2`. -/
theorem truncated_chargeTerm (W : ι → ι → ℝ) (k : ℕ) :
    truncated (chargeTerm W) k = ∑ p ∈ (univ : Finset ι).offDiag,
      W p.1 p.2 * ((if 1 ≤ k then 1 else 0) - (if 2 ≤ k then 1 else 0)) := by
  unfold truncated
  rw [Finset.sum_congr rfl fun S _ => increment_chargeTerm W S, Finset.sum_comm]
  refine Finset.sum_congr rfl fun p hp => ?_
  have hne : p.1 ≠ p.2 := (Finset.mem_offDiag.mp hp).2.2
  rw [← Finset.mul_sum, Finset.sum_sub_distrib, Finset.sum_ite_eq', Finset.sum_ite_eq']
  simp only [mem_filter, mem_univ, true_and, Finset.card_singleton, Finset.card_pair hne]

/-- Adding a fixed pairwise point-charge term to the subsystem energies changes no increment beyond
order two and no truncated expansion of order two or higher; at order one it adds the sum of `W`
over all ordered distinct pairs. -/
theorem embedding_cancels (E : Finset ι → ℝ) (W : ι → ι → ℝ) :
    (∀ S : Finset ι, 2 < S.card → increment (embedded E W) S = increment E S) ∧
    (∀ k, 2 ≤ k → truncated (embedded E W) k = truncated E k) ∧
    truncated (embedded E W) 1
      = truncated E 1 + ∑ p ∈ (univ : Finset ι).offDiag, W p.1 p.2 := by
  -- increments, and hence truncations, are additive in the energy
  have hinc : ∀ S, increment (embedded E W) S
      = increment E S + increment (chargeTerm W) S := by
    refine increment_unique (embedded E W)
      (fun S => increment E S + increment (chargeTerm W) S) fun S => ?_
    rw [Finset.sum_add_distrib, sum_increment, sum_increment, embedded]
  have htr : ∀ k, truncated (embedded E W) k
      = truncated E k + truncated (chargeTerm W) k := by
    intro k
    unfold truncated
    rw [← Finset.sum_add_distrib]
    exact Finset.sum_congr rfl fun S _ => hinc S
  refine ⟨fun S hS => ?_, fun k hk => ?_, ?_⟩
  · rw [hinc, increment_chargeTerm_eq_zero W hS, add_zero]
  · have h1 : 1 ≤ k := by omega
    rw [htr, truncated_chargeTerm]
    simp [h1, hk]
  · rw [htr, truncated_chargeTerm]
    simp

end

end PointChargeIncrements
```

```lean
#print axioms PointChargeIncrements.truncated_exact
#print axioms PointChargeIncrements.increment_chargeTerm_pair
#print axioms PointChargeIncrements.embedding_cancels
```

```
'PointChargeIncrements.truncated_exact' depends on axioms: [propext, Classical.choice, Quot.sound]
'PointChargeIncrements.increment_chargeTerm_pair' depends on axioms: [propext, Classical.choice, Quot.sound]
'PointChargeIncrements.embedding_cancels' depends on axioms: [propext, Classical.choice, Quot.sound]
```

## How the lemmas carry the argument

The recursion in `increment` terminates because a proper subset has fewer elements. `increment_eq` restates it as an ordinary sum, and `sum_increment` adds the term for `S` itself to obtain the sum over all subsets. `increment_unique` is the uniqueness argument: `Finset.strongInduction` supplies agreement on proper subsets, and `linarith` combines this with the recursion and the assumed subset sums to give equality at `S`.

The main calculation is `increment_chargeTerm`. It proposes the function $f$ above and hands it to `increment_unique`, which leaves the subset sum to be checked. The local statement `hp` evaluates that sum for one ordered pair, with a case distinction on whether each fragment lies in `S`. Then `hset` identifies the surviving pairs with the product `S ×ˢ Sᶜ`. Exchanging the order of summation with `Finset.sum_comm` allows `hp` to be used pair by pair.

Two lemmas read off particular increments. In `increment_chargeTerm_pair` the sum over all ordered pairs is reduced to $(i,j)$ and $(j,i)$, since no other pair of distinct fragments forms the set $\{i,j\}$. In `increment_chargeTerm_eq_zero` a set with more than two elements can equal neither $\{i\}$ nor $\{i,j\}$, so every term is zero.

`truncated_chargeTerm` again exchanges the sums, now over sets of at most `k` fragments. For each pair, `Finset.sum_ite_eq'` picks out the singleton and the two-element set, and their sizes turn into the conditions `1 ≤ k` and `2 ≤ k`. The pair must be distinct here, which membership in `offDiag` guarantees.

In `embedding_cancels`, `hinc` is the additivity of increments, obtained from `increment_unique`, and `htr` carries it over to truncations. The three claims then follow from the vanishing higher increments and from `truncated_chargeTerm` at $k\ge2$ and $k=1$.

A separate theorem, `truncated_exact`, checks the definitions against the purpose of the expansion. Once `k` reaches the number of fragments, the size condition admits every subset, and `sum_increment` returns the energy of the whole system.
